# For a Hermitian kernel, the three-site density cumulant of a determinantal state is twice the real part of a loop product

If the one-, two- and three-site densities of a state are principal minors of a Hermitian matrix $K$, the connected density correlation of three distinct sites $i,j,k$ equals $2\,\mathrm{Re}(K_{ij}K_{jk}K_{ki})$. The file below proves this, relates the result to the three pair correlations, and evaluates it on a three-site ring.

```lean
import Mathlib

open Matrix

namespace FreeFermionThreeBodyCumulant

noncomputable section

variable {n : Type*}

/-- The `m`-point density of a determinantal state with one-body kernel `K`: the determinant
of `K` restricted to the listed sites. -/
def density {m : ℕ} (K : Matrix n n ℂ) (s : Fin m → n) : ℂ :=
  (K.submatrix s s).det

/-- The connected density correlation of two sites. -/
def cumulant2 (K : Matrix n n ℂ) (i j : n) : ℂ :=
  density K ![i, j] - density K ![i] * density K ![j]

/-- The connected density correlation of three sites. -/
def cumulant3 (K : Matrix n n ℂ) (i j k : n) : ℂ :=
  density K ![i, j, k] - density K ![i, j] * density K ![k]
    - density K ![i, k] * density K ![j] - density K ![j, k] * density K ![i]
    + 2 * density K ![i] * density K ![j] * density K ![k]

/-- The one-point density is the diagonal element of the kernel. -/
theorem density_one (K : Matrix n n ℂ) (i : n) : density K ![i] = K i i := by
  exact Matrix.det_fin_one (K.submatrix ![i] ![i])

/-- The two-point density is a direct term minus an exchange term. -/
theorem density_pair (K : Matrix n n ℂ) (i j : n) :
    density K ![i, j] = K i i * K j j - K i j * K j i := by
  exact Matrix.det_fin_two (K.submatrix ![i, j] ![i, j])

/-- The three-point density is the signed sum over the six permutations of three sites. -/
theorem density_triple (K : Matrix n n ℂ) (i j k : n) :
    density K ![i, j, k] =
      K i i * K j j * K k k - K i i * K j k * K k j - K i j * K j i * K k k
        + K i j * K j k * K k i + K i k * K j i * K k j - K i k * K j j * K k i := by
  exact Matrix.det_fin_three (K.submatrix ![i, j, k] ![i, j, k])

/-- For a Hermitian kernel the pair cumulant is minus the squared modulus of the
matrix element joining the two sites. -/
theorem cumulant2_eq {K : Matrix n n ℂ} (hK : K.IsHermitian) (i j : n) :
    cumulant2 K i j = -(Complex.normSq (K i j) : ℂ) := by
  have h : starRingEnd ℂ (K i j) = K j i := hK.apply j i
  rw [← Complex.mul_conj, h]
  simp only [cumulant2, density_pair, density_one]
  ring

/-- For any kernel, Hermitian or not, the three-body cumulant is the sum of the two
oriented loops through the three sites. -/
theorem cumulant3_eq_loops (K : Matrix n n ℂ) (i j k : n) :
    cumulant3 K i j k = K i j * K j k * K k i + K i k * K k j * K j i := by
  simp only [cumulant3, density_triple, density_pair, density_one]
  ring

/-- For a Hermitian kernel the three-body density cumulant is twice the real part of the
loop product `K i j * K j k * K k i`. -/
theorem cumulant3_eq_two_re {K : Matrix n n ℂ} (hK : K.IsHermitian) (i j k : n) :
    cumulant3 K i j k = ((2 * (K i j * K j k * K k i).re : ℝ) : ℂ) := by
  have h : ∀ a b, starRingEnd ℂ (K a b) = K b a := fun a b => hK.apply b a
  -- reversing the loop is complex conjugation
  have hrev : K i k * K k j * K j i = starRingEnd ℂ (K i j * K j k * K k i) := by
    simp only [map_mul, h]
    ring
  rw [cumulant3_eq_loops, hrev, Complex.add_conj]

/-- The square of the three-body cumulant and four times the squared imaginary part of the
loop product add up to minus four times the product of the three pair cumulants. -/
theorem cumulant3_sq_add_im_sq {K : Matrix n n ℂ} (hK : K.IsHermitian) (i j k : n) :
    cumulant3 K i j k ^ 2 + 4 * ((K i j * K j k * K k i).im : ℂ) ^ 2 =
      -4 * cumulant2 K i j * cumulant2 K j k * cumulant2 K k i := by
  -- the squared modulus of the loop, written in two ways
  have e : Complex.normSq (K i j) * Complex.normSq (K j k) * Complex.normSq (K k i) =
      (K i j * K j k * K k i).re ^ 2 + (K i j * K j k * K k i).im ^ 2 := by
    rw [← Complex.normSq_mul, ← Complex.normSq_mul, Complex.normSq_apply]
    ring
  have e' := congrArg (fun x : ℝ => (x : ℂ)) e
  simp only [Complex.ofReal_mul, Complex.ofReal_add, Complex.ofReal_pow] at e'
  rw [cumulant3_eq_two_re hK, cumulant2_eq hK i j, cumulant2_eq hK j k, cumulant2_eq hK k i]
  simp only [Complex.ofReal_mul, Complex.ofReal_ofNat]
  linear_combination (-4) * e'

/-- The kernel of a three-site ring with density `ρ` on each site, amplitude `a` on each bond
and a phase `φ` on the bond between sites 0 and 1. -/
def ringKernel (ρ a φ : ℝ) : Matrix (Fin 3) (Fin 3) ℂ :=
  !![(ρ : ℂ), a * Complex.exp (φ * Complex.I), a;
     a * starRingEnd ℂ (Complex.exp (φ * Complex.I)), ρ, a;
     a, a, ρ]

/-- The ring kernel is Hermitian for all real densities, amplitudes and phases. -/
theorem ringKernel_isHermitian_witness (ρ a φ : ℝ) : (ringKernel ρ a φ).IsHermitian := by
  ext i j
  fin_cases i <;> fin_cases j <;> simp [ringKernel, Matrix.conjTranspose_apply]

/-- On the ring every pair of distinct sites has cumulant `-a ^ 2`, whatever the phase, while the
three-body cumulant is `2 * a ^ 3 * cos φ`. -/
theorem ring_cumulants (ρ a φ : ℝ) :
    (∀ i j, i ≠ j → cumulant2 (ringKernel ρ a φ) i j = -((a ^ 2 : ℝ) : ℂ)) ∧
      cumulant3 (ringKernel ρ a φ) 0 1 2 = ((2 * a ^ 3 * Real.cos φ : ℝ) : ℂ) := by
  have hK := ringKernel_isHermitian_witness ρ a φ
  constructor
  · intro i j hij
    have hu : Complex.normSq (Complex.exp (φ * Complex.I)) = 1 := by
      rw [Complex.normSq_eq_norm_sq, Complex.norm_exp_ofReal_mul_I]
      norm_num
    -- a phase does not change the modulus of a bond
    have hb : Complex.normSq (ringKernel ρ a φ i j) = a ^ 2 := by
      fin_cases i <;> fin_cases j <;>
        first
        | exact absurd rfl hij
        | simp [ringKernel, hu, Complex.normSq_mul, Complex.normSq_ofReal, pow_two]
    rw [cumulant2_eq hK, hb]
  · -- the loop product collects the phase once
    have hl : ringKernel ρ a φ 0 1 * ringKernel ρ a φ 1 2 * ringKernel ρ a φ 2 0 =
        ((a ^ 3 : ℝ) : ℂ) * Complex.exp (φ * Complex.I) := by
      rw [Complex.ofReal_pow]
      change (a : ℂ) * Complex.exp (φ * Complex.I) * a * a = _
      ring
    rw [cumulant3_eq_two_re hK, hl, Complex.re_ofReal_mul, Complex.exp_ofReal_mul_I_re,
      ← mul_assoc]

end

end FreeFermionThreeBodyCumulant
```

```lean
#print axioms FreeFermionThreeBodyCumulant.cumulant3_eq_two_re
#print axioms FreeFermionThreeBodyCumulant.cumulant3_sq_add_im_sq
#print axioms FreeFermionThreeBodyCumulant.ring_cumulants
```

```
'FreeFermionThreeBodyCumulant.cumulant3_eq_two_re' depends on axioms: [propext, Classical.choice, Quot.sound]
'FreeFermionThreeBodyCumulant.cumulant3_sq_add_im_sq' depends on axioms: [propext, Classical.choice, Quot.sound]
'FreeFermionThreeBodyCumulant.ring_cumulants' depends on axioms: [propext, Classical.choice, Quot.sound]
```

## Densities as principal minors

For sites $i,j,k$, write $r_i$, $r_{ij}$ and $r_{ijk}$ for the determinants of $K$ restricted to the listed sites. In the file these are `density K ![i]`, `density K ![i, j]` and `density K ![i, j, k]`. The connected combinations are

$$c_{ij}=r_{ij}-r_ir_j,$$

$$c_{ijk}=r_{ijk}-r_{ij}r_k-r_{ik}r_j-r_{jk}r_i+2r_ir_jr_k,$$

which are `cumulant2 K i j` and `cumulant3 K i j k`.

The physical setting is a single Slater determinant, or a grand-canonical thermal state of non-interacting fermions without pairing. Its kernel is the one-body density matrix $K_{ij}=\langle c_j^\dagger c_i\rangle$, where $c_i$ annihilates a fermion on site $i$. For distinct sites, Wick's theorem turns $\langle n_in_jn_k\rangle$, with $n_i=c_i^\dagger c_i$, into the determinant above. The file takes this determinantal form as its definition of the densities; it constructs no Fock space and does not derive Wick's theorem. With the opposite index convention $K$ is transposed, which leaves all densities and cumulants unchanged.

The sites belong to an arbitrary type `n`, which may be infinite, because each density involves only a small submatrix. Each site here holds at most one fermion. For electrons with spin, an element of `n` labels a spin orbital, and the cumulant of the total densities of distinct sites is the sum of the spin-orbital cumulants over all spin labels. The hypothesis `K.IsHermitian` says that $K_{ji}=\overline{K_{ij}}$. A physical one-body density matrix also has eigenvalues between 0 and 1, but the identities do not need that condition.

The theorems allow repeated sites, and there the meaning changes. A determinant with two equal rows vanishes, so $r_{ii}=0$, whereas $\langle n_i^2\rangle=\langle n_i\rangle$ for a fermion. At coincident sites the definitions therefore describe normal-ordered densities, not ordinary moments of the occupation numbers.

Both cumulants are complex-valued by definition. In `cumulant3_eq_two_re` the right-hand side is a real number cast into ℂ, so the theorem also shows that the three-body cumulant is real.

## What survives the subtraction

The first two minors are

$$r_i=K_{ii},\qquad r_{ij}=K_{ii}K_{jj}-K_{ij}K_{ji}.$$

For three sites, define the two oriented loops

$$L=K_{ij}K_{jk}K_{ki},\qquad L'=K_{ik}K_{kj}K_{ji}.$$

The six permutations in the determinant then give

$$r_{ijk}=K_{ii}K_{jj}K_{kk}-K_{ii}K_{jk}K_{kj}-K_{jj}K_{ik}K_{ki}-K_{kk}K_{ij}K_{ji}+L+L'.$$

The first subtracted product is

$$-r_{ij}r_k=-K_{ii}K_{jj}K_{kk}+K_{kk}K_{ij}K_{ji}.$$

Its second term cancels the exchange term in which $k$ is a spectator. The products $-r_{ik}r_j$ and $-r_{jk}r_i$ cancel the other two exchange terms in the same way. The purely diagonal product $K_{ii}K_{jj}K_{kk}$ now has coefficient $1-3$, and the final term $2r_ir_jr_k$ brings it to zero. What remains is

$$c_{ijk}=L+L'.$$

Hermiticity has not yet been used. It enters through

$$\overline{L}=K_{ji}K_{kj}K_{ik}=L',$$

so that $c_{ijk}=L+\overline{L}=2\,\mathrm{Re}\,L$.

The lemmas follow the same order. `density_one`, `density_pair` and `density_triple` apply Mathlib's explicit formulas for determinants of sizes one, two and three. `cumulant3_eq_loops` substitutes these expansions, and `ring` carries out the cancellation for an arbitrary complex kernel. In `cumulant3_eq_two_re`, the intermediate statement `hrev` says that reversing a loop conjugates its product, and `Complex.add_conj` turns the sum of the two loops into twice a real part.

## What the pair correlations leave open

For two sites the product of densities cancels, and Hermiticity gives

$$c_{ij}=-K_{ij}K_{ji}=-|K_{ij}|^2.$$

This is `cumulant2_eq`, where `Complex.normSq` denotes the squared modulus. The pair cumulants thus record the moduli of the off-diagonal elements and lose their phases.

The squared modulus of the loop can be written in two ways:

$$(\mathrm{Re}\,L)^2+(\mathrm{Im}\,L)^2=|K_{ij}|^2|K_{jk}|^2|K_{ki}|^2=-c_{ij}c_{jk}c_{ki}.$$

Multiplying by four and using $c_{ijk}=2\,\mathrm{Re}\,L$ gives

$$c_{ijk}^2+4(\mathrm{Im}\,L)^2=-4c_{ij}c_{jk}c_{ki},$$

which is `cumulant3_sq_add_im_sq`. Like the two formulas it combines, it assumes that $K$ is Hermitian. Since the second term on the left is non-negative, the pair cumulants bound the size of the three-body cumulant, while the phase of $L$ decides where it lies within that bound.

In the Lean proof, `e` is the real identity between the two forms of the squared modulus, and `e'` is the same identity cast into ℂ. After the cumulants have been replaced by their formulas, `linear_combination (-4) * e'` supplies the factor of four; the minus sign is needed because the two sides of `e'` stand in the opposite order in the goal.

## A phase on a three-site ring

`ringKernel ρ a φ` has density $\rho$ on every site and real amplitude $a$ on every bond, with a phase $\varphi$ on the bond between sites 0 and 1:

$$K=\begin{pmatrix}\rho&ae^{i\varphi}&a\\ae^{-i\varphi}&\rho&a\\a&a&\rho\end{pmatrix}.$$

The amplitude and the phase are those of density-matrix elements, not the hopping amplitude and flux of a Hamiltonian. The theorem `ringKernel_isHermitian_witness` checks Hermiticity entry by entry. Because $|e^{i\varphi}|=1$, every pair of distinct sites has cumulant $-a^2$. The loop product collects the phase once,

$$K_{01}K_{12}K_{20}=a^3e^{i\varphi},$$

and therefore $c_{012}=2a^3\cos\varphi$.

`ring_cumulants` states both results. Its first half runs through the pairs of sites, discards the equal ones and computes the squared modulus of each remaining bond. Its second half evaluates the loop product and takes its real part.

For $a\neq0$, changing $\varphi$ can change the three-body cumulant while the densities and pair cumulants stay fixed. Within this non-interacting model, a three-site density correlation can thus reveal a phase of the one-body density matrix that one- and two-site densities miss. It does not reveal the sign of that phase, since $\cos\varphi$ is even.

The parameters in the theorem are arbitrary real numbers, so some choices give a Hermitian matrix that is not a fermionic density matrix. The choice $\rho=\tfrac12$ with $|a|\le\tfrac14$ is physical for every $\varphi$: the absolute off-diagonal entries in each row sum to at most $\tfrac12$, which keeps the eigenvalues between 0 and 1.

## Evaluating the cumulant numerically

In a lattice calculation for a single Slater determinant, the occupied orbitals form the orthonormal columns of a matrix $C$, and $K=CC^\dagger$. The three-body cumulant then needs only three matrix elements; in NumPy it is `2 * (K[i, j] * K[j, k] * K[k, i]).real`.

Computing the minors and subtracting their products gives the same value in exact arithmetic. In floating point, that route loses digits when the off-diagonal elements are small compared with the densities, because nearly equal numbers are subtracted. The loop formula avoids this cancellation.

The formula also provides a check on code that samples occupation configurations from the same free-fermion state. For three distinct sites, the sample average of $(n_i-r_i)(n_j-r_j)(n_k-r_k)$ should agree with $2\,\mathrm{Re}\,L$ within its statistical error.
